# A constant, initially resonant drive cannot fill a level that shifts in proportion to its population

Let a two-level system obey

$$i a' = g b,\qquad i b' = g a + K|b|^2 b,\qquad a(0)=1,\quad b(0)=0,$$

with $g$ and $K$ real. Its upper population $p=|b|^2$ satisfies

$$K^2p^3\le 16g^2(1-p)$$

at all times. If $g$ and $K$ are nonzero, $p$ stays below or at a ceiling $q<1$ fixed by $K^2q^3=16g^2(1-q)$. With $K=0$ and $g\neq0$, the transfer is complete at $t=\pi/(2g)$.

## A level that moves as it fills

Here $a$ and $b$ are the amplitudes of the lower and upper levels in the rotating frame, with $\hbar=1$, and $g$ is the constant coupling to the drive in the rotating-wave approximation. The drive is resonant while the upper level is empty. The term $Kp$, with $K$ constant, stands for the mean-field shift of the transition energy as charge moves into the upper level; its linear dependence on $p$ is postulated, not derived from a density functional.

In real-time time-dependent density functional theory with an adiabatic functional, the potential likewise follows the instantaneous density. This two-level, one-parameter model shows how such feedback can detune a Rabi oscillation.

## Two conserved quantities give the bound

Write $a=a_r+ia_i$ and $b=b_r+ib_i$. The equations become

$$a_r'=gb_i,\quad a_i'=-gb_r,\quad b_r'=ga_i+Kpb_i,\quad b_i'=-ga_r-Kpb_r.$$

Let $X=a_rb_r+a_ib_i$ and $Y=b_ra_i-b_ia_r$. In $p'=2b_rb_r'+2b_ib_i'$ the $K$ terms cancel, so

$$p'=2gY,\qquad (|a|^2)'=2g(a_rb_i-a_ib_r)=-2gY.$$

Hence $|a|^2+p=1$. The product rule also gives $X'=-KpY$, and the energy $E=2gX+\tfrac K2p^2$ obeys

$$E'=-2gKpY+Kp\,(2gY)=0.$$

Since $E(0)=0$, we have $2gX=-\tfrac K2p^2$. Finally, $X^2+Y^2=|a|^2|b|^2=p(1-p)$, so

$$p'^2=4g^2Y^2=4g^2p(1-p)-\tfrac{K^2}{4}p^4=\tfrac p4\left[16g^2(1-p)-K^2p^3\right].$$

The left side is nonnegative. If $p>0$, the bracket must be nonnegative, which is the bound; if $p=0$, the bound reads $0\le16g^2$.

For the ceiling, set $f(x)=K^2x^3-16g^2(1-x)$. Then $f(0)=-16g^2<0$ and $f(1)=K^2>0$, so $f$ has a zero $q$ strictly between 0 and 1. As $f$ increases on $[0,1]$, $p>q$ would give $f(p)>0$, against the bound.

For $K=0$, take $a=\cos gt$ and $b=-i\sin gt$. Then $ia'=-ig\sin gt=gb$ and $ib'=g\cos gt=ga$, and, for $g\neq0$, $p=\sin^2gt$ equals 1 at $t=\pi/(2g)$. The equations are then linear with constant coefficients, so this is the only solution with the given initial data.

## The ceiling in a propagation

At each time step one computes $p$ from the current $b$, places $Kp$ in the diagonal element of the $2\times2$ Hamiltonian that belongs to the upper level, and advances both amplitudes. For $K=4g$ the ceiling solves $q^3=1-q$, so $q\approx0.68$: in the exact dynamics, however long the drive stays on, at least about 32% of the population is in the lower level at every instant. The stepwise scheme keeps this only approximately. If $Kp$ is frozen during a step and the step is otherwise exact, the norm is conserved but $E$ changes by $K(\Delta p)^2/2$, where $\Delta p$ is the change of $p$ in that step. These errors all have the sign of $K$ and add up, so in a long run the computed $p$ can pass the ceiling; the drift of $E$ from zero is a check on the time step.

## What the Lean statements say

`IsDriven g K a b` collects the two equations, required at every real time, and the initial data. `population` is the squared modulus, and `energy` is $E$. `population_bound` allows any real `g` and `K`; `transfer_ceiling` assumes both nonzero and gives one `q` for all solutions. It does not construct a solution for nonzero `K`. Varying pulse envelopes, an initial detuning and decay lie outside the model.

```lean
import Mathlib

open Complex (I)

namespace PopulationDependentDetuning

noncomputable section

/-- The population of a level with amplitude `c` at time `t`: the squared modulus. -/
def population (c : ℝ → ℂ) (t : ℝ) : ℝ := ‖c t‖ ^ 2

/-- A two-level system driven with coupling `g`, whose upper level is shifted by `K` times its
own population: `i a' = g b`, `i b' = g a + K |b|² b`, starting in the lower level. -/
structure IsDriven (g K : ℝ) (a b : ℝ → ℂ) : Prop where
  lower : ∀ t, HasDerivAt a (-I * (g * b t)) t
  upper : ∀ t, HasDerivAt b (-I * (g * a t + K * population b t * b t)) t
  lower_zero : a 0 = 1
  upper_zero : b 0 = 0

/-- The mean-field energy: `2g` times the real part of `a* b`, plus `K/2` times the squared
upper population. -/
def energy (g K : ℝ) (a b : ℝ → ℂ) (t : ℝ) : ℝ :=
  2 * g * ((a t).re * (b t).re + (a t).im * (b t).im) + K / 2 * population b t ^ 2

/-- A population is the sum of the squares of the real and imaginary parts of the amplitude. -/
theorem population_eq (c : ℝ → ℂ) (t : ℝ) :
    population c t = (c t).re * (c t).re + (c t).im * (c t).im := by
  rw [population, Complex.sq_norm, Complex.normSq_apply]

variable {g K : ℝ} {a b : ℝ → ℂ}

/-- The equations of motion written for the real and imaginary parts of the two amplitudes. -/
theorem IsDriven.components (h : IsDriven g K a b) (t : ℝ) :
    HasDerivAt (fun s => (a s).re) (g * (b t).im) t ∧
    HasDerivAt (fun s => (a s).im) (-(g * (b t).re)) t ∧
    HasDerivAt (fun s => (b s).re) (g * (a t).im + K * population b t * (b t).im) t ∧
    HasDerivAt (fun s => (b s).im) (-(g * (a t).re + K * population b t * (b t).re)) t := by
  refine ⟨?_, ?_, ?_, ?_⟩
  · have h1 := (Complex.reCLM.hasFDerivAt (x := a t)).comp_hasDerivAt t (h.lower t)
    refine HasDerivAt.congr_deriv (f := fun s => (a s).re) h1 ?_
    simp
  · have h1 := (Complex.imCLM.hasFDerivAt (x := a t)).comp_hasDerivAt t (h.lower t)
    refine HasDerivAt.congr_deriv (f := fun s => (a s).im) h1 ?_
    simp
  · have h1 := (Complex.reCLM.hasFDerivAt (x := b t)).comp_hasDerivAt t (h.upper t)
    refine HasDerivAt.congr_deriv (f := fun s => (b s).re) h1 ?_
    simp
  · have h1 := (Complex.imCLM.hasFDerivAt (x := b t)).comp_hasDerivAt t (h.upper t)
    refine HasDerivAt.congr_deriv (f := fun s => (b s).im) h1 ?_
    simp

/-- The upper population changes only through the coupling `g`, at a rate set by the
out-of-phase part of the coherence between the levels. -/
theorem IsDriven.hasDerivAt_population (h : IsDriven g K a b) (t : ℝ) :
    HasDerivAt (population b)
      (2 * g * ((b t).re * (a t).im - (b t).im * (a t).re)) t := by
  obtain ⟨-, -, h3, h4⟩ := h.components t
  have e : population b = fun s => (b s).re * (b s).re + (b s).im * (b s).im :=
    funext (population_eq b)
  have hd := (h3.fun_mul h3).fun_add (h4.fun_mul h4)
  rw [← e] at hd
  refine hd.congr_deriv ?_
  ring

/-- The total population of the two levels stays equal to one. -/
theorem IsDriven.total_population (h : IsDriven g K a b) (t : ℝ) :
    population a t + population b t = 1 := by
  have hd : ∀ s, HasDerivAt
      (fun s => (a s).re * (a s).re + (a s).im * (a s).im + population b s) 0 s := by
    intro s
    obtain ⟨h1, h2, -, -⟩ := h.components s
    refine (((h1.fun_mul h1).fun_add (h2.fun_mul h2)).fun_add
      (h.hasDerivAt_population s)).congr_deriv ?_
    ring
  have hc := is_const_of_deriv_eq_zero (fun s => (hd s).differentiableAt)
    (fun s => (hd s).deriv) t 0
  simp only [population_eq b, h.lower_zero, h.upper_zero, Complex.one_re, Complex.one_im,
    Complex.zero_re, Complex.zero_im] at hc
  rw [population_eq, population_eq]
  linarith

/-- The mean-field energy keeps its initial value, zero. -/
theorem IsDriven.energy_eq_zero (h : IsDriven g K a b) (t : ℝ) : energy g K a b t = 0 := by
  have hd : ∀ s, HasDerivAt
      (fun s => 2 * g * ((a s).re * (b s).re + (a s).im * (b s).im)
        + K / 2 * (population b s * population b s)) 0 s := by
    intro s
    obtain ⟨h1, h2, h3, h4⟩ := h.components s
    have hp := h.hasDerivAt_population s
    refine ((((h1.fun_mul h3).fun_add (h2.fun_mul h4)).const_mul (2 * g)).fun_add
      ((hp.fun_mul hp).const_mul (K / 2))).congr_deriv ?_
    ring
  have hc := is_const_of_deriv_eq_zero (fun s => (hd s).differentiableAt)
    (fun s => (hd s).deriv) t 0
  have h0 : population b 0 = 0 := by simp [population, h.upper_zero]
  simp only [h0, h.upper_zero, Complex.zero_re, Complex.zero_im] at hc
  unfold energy
  linear_combination hc

/-- The upper population `p` obeys a closed equation of motion,
`p'² = p (16 g² (1 - p) - K² p³) / 4`. -/
theorem IsDriven.population_rate (h : IsDriven g K a b) (t : ℝ) :
    deriv (population b) t ^ 2 = population b t *
      (16 * g ^ 2 * (1 - population b t) - K ^ 2 * population b t ^ 3) / 4 := by
  rw [(h.hasDerivAt_population t).deriv]
  have hN := h.total_population t
  have hE := h.energy_eq_zero t
  unfold energy at hE
  -- the two quadratures of the coherence exhaust the product of the populations
  have key : ((a t).re * (b t).re + (a t).im * (b t).im) ^ 2
      + ((b t).re * (a t).im - (b t).im * (a t).re) ^ 2
      = population a t * population b t := by
    rw [population_eq, population_eq]; ring
  linear_combination 4 * g ^ 2 * key + 4 * g ^ 2 * population b t * hN
    - (2 * g * ((a t).re * (b t).re + (a t).im * (b t).im)
      - K / 2 * population b t ^ 2) * hE

/-- At all times the upper population `p` satisfies `K² p³ ≤ 16 g² (1 - p)`. -/
theorem IsDriven.population_bound (h : IsDriven g K a b) (t : ℝ) :
    K ^ 2 * population b t ^ 3 ≤ 16 * g ^ 2 * (1 - population b t) := by
  have hr := h.population_rate t
  have hp : 0 ≤ population b t := sq_nonneg _
  rcases hp.eq_or_lt with h0 | hpos
  · rw [← h0]
    nlinarith [sq_nonneg g]
  · -- a violation would make the square of the rate negative
    by_contra hn
    have hneg := mul_neg_of_pos_of_neg hpos (sub_neg.mpr (not_le.mp hn))
    linarith [sq_nonneg (deriv (population b) t)]

/-- While the upper level is populated, the bound is an equality exactly at the instants when
the population is stationary. -/
theorem IsDriven.stationary_iff (h : IsDriven g K a b) (t : ℝ) (hp : 0 < population b t) :
    deriv (population b) t = 0 ↔
      K ^ 2 * population b t ^ 3 = 16 * g ^ 2 * (1 - population b t) := by
  have hr := h.population_rate t
  constructor
  · intro hd
    rw [hd] at hr
    have hz : population b t *
        (16 * g ^ 2 * (1 - population b t) - K ^ 2 * population b t ^ 3) = 0 := by linarith
    rcases mul_eq_zero.mp hz with h0 | h0
    · exact absurd h0 hp.ne'
    · linarith
  · intro he
    have hz : deriv (population b) t ^ 2 = 0 := by
      rw [hr, he]; ring
    exact (pow_eq_zero_iff two_ne_zero).mp hz

/-- For nonzero coupling and nonzero population-dependent shift there is a ceiling `q` strictly
between 0 and 1, with `K² q³ = 16 g² (1 - q)`, that the upper population never exceeds. -/
theorem transfer_ceiling (hg : g ≠ 0) (hK : K ≠ 0) :
    ∃ q : ℝ, 0 < q ∧ q < 1 ∧ K ^ 2 * q ^ 3 = 16 * g ^ 2 * (1 - q) ∧
      ∀ a b : ℝ → ℂ, IsDriven g K a b → ∀ t, population b t ≤ q := by
  have hg2 : 0 < g ^ 2 := by positivity
  have hK2 : 0 < K ^ 2 := by positivity
  have hf : ContinuousOn (fun q : ℝ => K ^ 2 * q ^ 3 - 16 * g ^ 2 * (1 - q))
      (Set.Icc 0 1) := by fun_prop
  have hz : (0 : ℝ) ∈ Set.Icc (K ^ 2 * 0 ^ 3 - 16 * g ^ 2 * (1 - 0))
      (K ^ 2 * 1 ^ 3 - 16 * g ^ 2 * (1 - 1)) := ⟨by linarith, by linarith⟩
  obtain ⟨q, ⟨h0, h1⟩, hq⟩ := intermediate_value_Icc (zero_le_one' ℝ) hf hz
  have hq' : K ^ 2 * q ^ 3 - 16 * g ^ 2 * (1 - q) = 0 := hq
  refine ⟨q, lt_of_le_of_ne h0 ?_, lt_of_le_of_ne h1 ?_, by linarith, ?_⟩
  · intro e
    rw [← e] at hq'
    linarith
  · intro e
    rw [e] at hq'
    linarith
  · -- beyond `q` the cubic side of the bound has overtaken the linear side
    intro a b h t
    by_contra hn
    have hlt := not_le.mp hn
    have hb := h.population_bound t
    have hcube : q ^ 3 < population b t ^ 3 := pow_lt_pow_left₀ hlt h0 (by norm_num)
    linarith [mul_pos hK2 (sub_pos.mpr hcube), mul_pos hg2 (sub_pos.mpr hlt)]

/-- Without the shift and for nonzero `g`, the amplitudes `cos (g t)` and `-i sin (g t)` solve the
equations of motion, and their transfer is complete at time `π / (2 g)`. -/
theorem linear_drive_complete_transfer (hg : g ≠ 0) :
    IsDriven g 0 (fun t => (Real.cos (g * t) : ℂ)) (fun t => -I * (Real.sin (g * t) : ℂ)) ∧
    population (fun t => -I * (Real.sin (g * t) : ℂ)) (Real.pi / (2 * g)) = 1 := by
  have hlin : ∀ t : ℝ, HasDerivAt (fun s : ℝ => g * s) g t := fun t => by
    simpa using (hasDerivAt_id' t).const_mul g
  refine ⟨⟨fun t => ?_, fun t => ?_, by simp, by simp⟩, ?_⟩
  · refine (hlin t).cos.ofReal_comp.congr_deriv ?_
    simp only [Complex.ofReal_mul, Complex.ofReal_neg]
    linear_combination (-(g : ℂ) * (Real.sin (g * t) : ℂ)) * Complex.I_sq
  · refine ((hlin t).sin.ofReal_comp.const_mul (-I)).congr_deriv ?_
    simp only [Complex.ofReal_mul, Complex.ofReal_zero]
    ring
  · have e : g * (Real.pi / (2 * g)) = Real.pi / 2 := by field_simp
    show ‖-I * ((Real.sin (g * (Real.pi / (2 * g))) : ℝ) : ℂ)‖ ^ 2 = 1
    rw [e, Real.sin_pi_div_two]
    simp

end

end PopulationDependentDetuning
```

```lean
#print axioms PopulationDependentDetuning.IsDriven.total_population
-- 'PopulationDependentDetuning.IsDriven.total_population' depends on axioms: [propext, Classical.choice, Quot.sound]
#print axioms PopulationDependentDetuning.IsDriven.stationary_iff
-- 'PopulationDependentDetuning.IsDriven.stationary_iff' depends on axioms: [propext, Classical.choice, Quot.sound]
#print axioms PopulationDependentDetuning.transfer_ceiling
-- 'PopulationDependentDetuning.transfer_ceiling' depends on axioms: [propext, Classical.choice, Quot.sound]
#print axioms PopulationDependentDetuning.linear_drive_complete_transfer
-- 'PopulationDependentDetuning.linear_drive_complete_transfer' depends on axioms: [propext, Classical.choice, Quot.sound]
```

## From components to the ceiling in Lean

`components` obtains the four real equations by composing the amplitudes with the real-part and imaginary-part maps. `hasDerivAt_population` is $p'=2gY$. In `total_population` and `energy_eq_zero`, `ring` shows that a derivative vanishes, and `is_const_of_deriv_eq_zero` carries the initial value to time `t`.

In `population_rate`, `key` is the identity for $X^2+Y^2$, and `linear_combination` eliminates $X$ and $|a|^2$ using the conservation laws. `population_bound` then splits into $p=0$ and $p>0$, as above.

`stationary_iff` adds that, for $p>0$, equality in the bound holds exactly when $p'=0$. At $t=0$ with $g\ne0$ this equivalence fails: $p'=0$, but the two sides are $0$ and $16g^2$.

`transfer_ceiling` finds `q` with `intermediate_value_Icc` and compares cubes with `pow_lt_pow_left₀`. `linear_drive_complete_transfer` differentiates the explicit solution and evaluates it at `Real.pi / (2 * g)`, a negative time if `g` is negative.
